# Steepest ascent on a square grid keeps its bias under refinement when a uniform gradient is slightly tilted from a grid axis

Take one uphill step in an electron density that rises as x + 0.2y, on a square grid of spacing h. The neighbour along +x offers a slope of 1, and the diagonal neighbour offers 1.2/√2 ≈ 0.85, so the step goes along +x. The gradient line from the same point has meanwhile risen by 0.2h in y. Now halve the spacing. Each step misses by 0.1h, but two steps are needed to cover the same length, and the total miss is again 0.2h.

This matters in Bader's partition of a density into atoms, where a point belongs to the atom whose density maximum its gradient line reaches. The on-grid method replaces the line by a chain of steps, each to the neighbouring grid point that offers the steepest rise.

## The drift aL, derived

Let the density be

ρ(x, y) = C + x + a·y,

where C is a constant offset, the density is scaled so that ∂ρ/∂x = 1, and a is the ratio of the two gradient components. Assume |a| < √2 − 1. Since √2 − 1 = tan 22.5°, the gradient then points closer to the +x axis than to either diagonal.

A step d = (d₁, d₂), with entries −1, 0 or 1 and not both zero, changes ρ by h(d₁ + a·d₂) over a distance h√(d₁² + d₂²). Its slope is

s(d) = (d₁ + a·d₂)/√(d₁² + d₂²),

which contains neither h nor the position. The eight values are

(±1, 0): ±1
(0, ±1): ±a
(1, ±1): (1 ± a)/√2
(−1, ±1): (−1 ± a)/√2.

Because |a| < √2 − 1 < 1, the values ±a are below 1, (1 ± a)/√2 is below 1, and the values for d₁ = −1 are negative. The +x step is therefore the unique steepest one at every point. From (x₀, y₀), n steps lead to (x₀ + nh, y₀).

The gradient line obeys dX/dt = 1 and dY/dt = a, so

X(t) = x₀ + t, Y(t) = y₀ + a·t.

The parameter t is neither physical time nor arc length. At t = L = nh the line has the same x as the grid path and lies a·L away in y.

A different point of the line might still come close to the endpoint of the path. The squared distance from that endpoint to the point at t is D² = (t − L)² + a²t², and expanding gives

(1 + a²)·D² − a²L² = ((1 + a²)t − L)² ≥ 0.

Hence D ≥ aL/√(1 + a²) for a > 0 and L > 0, whatever the spacing.

The same comparison of slopes treats steeper tilts. For √2 − 1 < a < √2 + 1 the diagonal step (1, 1) wins, the path climbs at 45°, and over an x-extent L the gradient line differs from it in y by (a − 1)L, which vanishes only at a = 1. This diagonal case is left without a formal proof below.

## Drift in a computed atomic charge

In an on-grid Bader analysis, each grid point is assigned to the maximum that its chain of steps reaches, and the electron population of an atom, from which its charge follows, is the sum of ρ over its points times the volume of one grid cell. In the linear model with a = 0.2, a chain 2 Å long drifts by 0.4 Å, with 20 steps of 0.1 Å or with 40 steps of 0.05 Å. If a drift of this kind carries a chain in a molecule across the dividing surface and it ends at the maximum on the other side, the electrons at its starting point are counted for the wrong atom. Some algorithms carry the leftover part of each gradient step forward and make a correcting grid step once it is large enough.

The model is two-dimensional. On a cubic grid with 26 neighbours the +x step still wins if the gradient has no z component, because moving along z as well makes a step longer without any gain in density. The linear density has no maxima and no dividing surface. Passing from it to a curved molecular density, where a varies along the path, is the step that the hypotheses below leave open.

## Density, grid and paths in Lean

```lean
import Mathlib

namespace BaderGridBias

noncomputable section
```

The density takes C and a as parameters.

```lean
/-- The model density `C + x + a y`, which has a constant gradient. -/
def density (C a x y : ℝ) : ℝ := C + x + a * y
```

Grid points and steps are pairs of integers. The physical position of the point `p` is h times the pair, so the grid contains the origin.

```lean
/-- The eight steps from a point of the square grid to its neighbours. -/
def steps : Finset (ℤ × ℤ) :=
  {(1, 0), (1, 1), (0, 1), (-1, 1), (-1, 0), (-1, -1), (0, -1), (1, -1)}
```

The slope is the density difference divided by the Euclidean step length.

```lean
/-- Density gain per distance for the step `d` from the grid point `p`, at spacing `h`;
meant for `h > 0` and `d ≠ 0`. -/
def gridSlope (ρ : ℝ → ℝ → ℝ) (h : ℝ) (p d : ℤ × ℤ) : ℝ :=
  (ρ (h * (p.1 + d.1)) (h * (p.2 + d.2)) - ρ (h * p.1) (h * p.2)) /
    (h * √((d.1 : ℝ) ^ 2 + (d.2 : ℝ) ^ 2))
```

A steepest step is a maximiser among the eight, and ties are allowed by the definition.

```lean
/-- The step `d` leads to a neighbour of `p` and no other neighbour offers a larger slope. -/
def IsSteepest (ρ : ℝ → ℝ → ℝ) (h : ℝ) (p d : ℤ × ℤ) : Prop :=
  d ∈ steps ∧ ∀ e ∈ steps, gridSlope ρ h p e ≤ gridSlope ρ h p d
```

Here `p` becomes a whole sequence of grid points. It never ends, which suits a density without a maximum.

```lean
/-- A path on the grid that takes a steepest step at every point. -/
def IsAscentPath (ρ : ℝ → ℝ → ℝ) (h : ℝ) (p : ℕ → ℤ × ℤ) : Prop :=
  ∀ n, IsSteepest ρ h (p n) (p (n + 1) - p n)
```

A gradient line is defined by its differential equation, with the partial derivatives of ρ as velocity. That it is straight has to be proved.

```lean
/-- A curve `(X t, Y t)` whose velocity is the gradient of the differentiable density `ρ`. -/
def IsGradientLine (ρ : ℝ → ℝ → ℝ) (X Y : ℝ → ℝ) : Prop :=
  ∀ t, HasDerivAt X (deriv (fun x => ρ x (Y t)) (X t)) t ∧
    HasDerivAt Y (deriv (fun y => ρ (X t) y) (Y t)) t
```

## The +x step wins, up to the threshold

The first lemma is the formula for s(d); its proof extends the fraction by h.

```lean
/-- For the model density the slope of a step depends only on its direction,
not on the position or on the spacing `h > 0`. -/
theorem gridSlope_density (C a : ℝ) {h : ℝ} (hh : 0 < h) (p d : ℤ × ℤ) :
    gridSlope (density C a) h p d =
      (d.1 + a * d.2) / √((d.1 : ℝ) ^ 2 + (d.2 : ℝ) ^ 2) := by
  unfold gridSlope density
  rw [← mul_div_mul_left ((d.1 : ℝ) + a * d.2) _ hh.ne']
  congr 1
  ring
```

The next theorem says that a step is steepest exactly when it is (1, 0). `hx` computes the slope 1, and `hlt` goes through the other seven neighbours, where `norm_num` simplifies each inequality in the list above and `linarith` closes those that remain. A steepest step other than (1, 0) would need a slope of at least 1, which `hlt` excludes.

```lean
/-- If `|a| < √2 - 1`, the step along `+x` is the one and only steepest step
at every grid point, for every spacing `h > 0`. -/
theorem isSteepest_iff (C : ℝ) {a h : ℝ} (ha : |a| < √2 - 1) (hh : 0 < h)
    (p d : ℤ × ℤ) : IsSteepest (density C a) h p d ↔ d = (1, 0) := by
  obtain ⟨ha1, ha2⟩ := abs_lt.1 ha
  have hs0 : 0 ≤ √2 := Real.sqrt_nonneg 2
  have hs2 : √2 < 2 := by
    nlinarith [Real.sq_sqrt (show (0 : ℝ) ≤ 2 by norm_num)]
  have hx : gridSlope (density C a) h p (1, 0) = 1 := by
    rw [gridSlope_density C a hh]
    simp
  -- each of the seven other neighbours has slope below one
  have hlt : ∀ e ∈ steps, e ≠ (1, 0) → gridSlope (density C a) h p e < 1 := by
    intro e he hne
    have hpos : 0 < √((e.1 : ℝ) ^ 2 + (e.2 : ℝ) ^ 2) := by
      simp only [steps, Finset.mem_insert, Finset.mem_singleton] at he
      rcases he with rfl | rfl | rfl | rfl | rfl | rfl | rfl | rfl <;> norm_num
    rw [gridSlope_density C a hh, div_lt_one hpos]
    clear hpos
    simp only [steps, Finset.mem_insert, Finset.mem_singleton] at he
    rcases he with rfl | rfl | rfl | rfl | rfl | rfl | rfl | rfl
    · exact absurd rfl hne
    all_goals norm_num <;> linarith
  constructor
  · rintro ⟨hd, hmax⟩
    by_contra hne
    have h1 := hmax (1, 0) (by simp [steps])
    linarith [hlt d hd hne]
  · rintro rfl
    refine ⟨by simp [steps], fun e he => ?_⟩
    rw [hx]
    by_cases h0 : e = (1, 0)
    · subst h0
      exact hx.le
    · exact (hlt e he h0).le
```

Above the threshold the diagonal neighbour has slope (1 + a)/√2 > 1, so +x loses. At a = √2 − 1 the two tie, a case that neither theorem treats.

```lean
/-- If `a > √2 - 1`, the step along `+x` is not steepest at any grid point. -/
theorem not_isSteepest_of_gt (C : ℝ) {a h : ℝ} (ha : √2 - 1 < a) (hh : 0 < h)
    (p : ℤ × ℤ) : ¬ IsSteepest (density C a) h p (1, 0) := by
  rintro ⟨_, hmax⟩
  -- the diagonal neighbour is better
  have h1 := hmax (1, 1) (by simp [steps])
  have e0 : gridSlope (density C a) h p (1, 0) = 1 := by
    rw [gridSlope_density C a hh]
    simp
  have e1 : gridSlope (density C a) h p (1, 1) = (1 + a) / √2 := by
    rw [gridSlope_density C a hh]
    norm_num
  rw [e1, e0, div_le_one (by positivity)] at h1
  linarith
```

Induction on the number of steps turns the local statement into one about paths. The converse direction shows that the straight rows really are ascent paths.

```lean
/-- If `|a| < √2 - 1`, the steepest-ascent paths on the grid are exactly those that
advance by one grid point along `+x` at each step and never change `y`. -/
theorem isAscentPath_iff (C : ℝ) {a h : ℝ} (ha : |a| < √2 - 1) (hh : 0 < h)
    (p : ℕ → ℤ × ℤ) : IsAscentPath (density C a) h p ↔
      ∀ n : ℕ, (p n).1 = (p 0).1 + n ∧ (p n).2 = (p 0).2 := by
  constructor
  · intro H n
    induction n with
    | zero => simp
    | succ n ih =>
      have hd := (isSteepest_iff C ha hh _ _).1 (H n)
      have h1 : (p (n + 1)).1 - (p n).1 = 1 := congrArg Prod.fst hd
      have h2 : (p (n + 1)).2 - (p n).2 = 0 := congrArg Prod.snd hd
      obtain ⟨i1, i2⟩ := ih
      push_cast
      constructor <;> omega
  · intro H n
    obtain ⟨i1, i2⟩ := H n
    obtain ⟨j1, j2⟩ := H (n + 1)
    push_cast at j1
    refine (isSteepest_iff C ha hh _ _).2 (Prod.ext ?_ ?_)
    · show (p (n + 1)).1 - (p n).1 = 1
      omega
    · show (p (n + 1)).2 - (p n).2 = 0
      omega
```

## Integrating the gradient flow

For a function f with constant derivative c, the difference f(t) − c·t has derivative zero and is therefore constant.

```lean
/-- A function with constant derivative `c` is a straight line of slope `c`. -/
theorem eq_line_of_hasDerivAt {f : ℝ → ℝ} {c : ℝ} (hf : ∀ t, HasDerivAt f c t) (t : ℝ) :
    f t = f 0 + c * t := by
  have hg : ∀ s, HasDerivAt (fun t => f t - c * t) 0 s := fun s =>
    ((hf s).fun_sub ((hasDerivAt_id' s).const_mul c)).congr_deriv (by ring)
  have hd : Differentiable ℝ (fun t => f t - c * t) := fun s => (hg s).differentiableAt
  have h := is_const_of_deriv_eq_zero hd (fun s => (hg s).deriv) t 0
  have h' : f t - c * t = f 0 - c * 0 := h
  linarith
```

Applied to X with c = 1 and to Y with c = a, this gives the straight line. Differentiating the line gives the converse.

```lean
/-- The gradient lines of the model density are exactly the straight lines
traversed with velocity `(1, a)`. -/
theorem isGradientLine_iff (C a : ℝ) (X Y : ℝ → ℝ) :
    IsGradientLine (density C a) X Y ↔ ∀ t, X t = X 0 + t ∧ Y t = Y 0 + a * t := by
  have hx : ∀ x y, deriv (fun x => density C a x y) x = 1 := fun x y =>
    HasDerivAt.deriv (((hasDerivAt_id' x).const_add C).add_const (a * y))
  have hy : ∀ x y, deriv (fun y => density C a x y) y = a := fun x y =>
    HasDerivAt.deriv ((((hasDerivAt_id' y).const_mul a).const_add (C + x)).congr_deriv
      (mul_one a))
  unfold IsGradientLine
  simp only [hx, hy]
  constructor
  · intro H t
    have h1 := eq_line_of_hasDerivAt (fun s => (H s).1) t
    exact ⟨by linarith, eq_line_of_hasDerivAt (fun s => (H s).2) t⟩
  · intro H t
    have eX : X = fun s => X 0 + s := funext fun s => (H s).1
    have eY : Y = fun s => Y 0 + a * s := funext fun s => (H s).2
    constructor
    · rw [eX]
      exact (hasDerivAt_id' t).const_add _
    · rw [eY]
      exact (((hasDerivAt_id' t).const_mul a).const_add _).congr_deriv (mul_one a)
```

## The bias and its lower bound

With a common starting point and n·h = L, the two descriptions are subtracted. The difference in y is signed, so negative a is included, and for n = 0 it is zero.

```lean
/-- Let `|a| < √2 - 1`, and let a grid path and a gradient line start at the same point. After `n`
steps with `n h = L` the path has the same `x` as the line at parameter `L`, and the `y` of the line
minus the `y` of the path is `a L`. -/
theorem grid_bias (C : ℝ) {a h L : ℝ} (ha : |a| < √2 - 1) (hh : 0 < h)
    {n : ℕ} (hL : n * h = L) {p : ℕ → ℤ × ℤ} (hp : IsAscentPath (density C a) h p)
    {X Y : ℝ → ℝ} (hXY : IsGradientLine (density C a) X Y)
    (hX : X 0 = h * (p 0).1) (hY : Y 0 = h * (p 0).2) :
    X L = h * (p n).1 ∧ Y L - h * (p n).2 = a * L := by
  obtain ⟨p1, p2⟩ := (isAscentPath_iff C ha hh p).1 hp n
  obtain ⟨x1, y1⟩ := (isGradientLine_iff C a X Y).1 hXY L
  rw [x1, y1, p1, p2]
  push_cast
  constructor
  · linear_combination hX - hL
  · linear_combination hY
```

In the last theorem `δ` is chosen before the spacing, the path and the gradient line, so one value serves every h that divides L into whole steps. The statement asks only for some positive `δ`; the proof supplies aL/√(1 + a²). `e1` and `e2` express the separation as (t − L, a·t), and the final `nlinarith` receives the perfect square found above.

```lean
/-- For `0 < a < √2 - 1` and `L > 0` there is a positive distance `δ`, the same for all spacings
`h`, such that the grid path of length `L` ends at least `δ` away from every point of the gradient
line through its start. -/
theorem refinement_never_removes_bias (C : ℝ) {a L : ℝ} (ha0 : 0 < a) (ha : a < √2 - 1)
    (hL0 : 0 < L) : ∃ δ > 0, ∀ (h : ℝ) (n : ℕ) (p : ℕ → ℤ × ℤ) (X Y : ℝ → ℝ),
      0 < h → n * h = L → IsAscentPath (density C a) h p →
      IsGradientLine (density C a) X Y → X 0 = h * (p 0).1 → Y 0 = h * (p 0).2 →
      ∀ t, δ ≤ √((X t - h * (p n).1) ^ 2 + (Y t - h * (p n).2) ^ 2) := by
  refine ⟨a * L / √(1 + a ^ 2), by positivity, ?_⟩
  intro h n p X Y hh hL hp hXY hX hY t
  have ha' : |a| < √2 - 1 := abs_lt.2 ⟨by linarith, ha⟩
  obtain ⟨b1, b2⟩ := grid_bias C ha' hh hL hp hXY hX hY
  have line := (isGradientLine_iff C a X Y).1 hXY
  have e1 : X t - h * (p n).1 = t - L := by
    linarith [(line t).1, (line L).1]
  have e2 : Y t - h * (p n).2 = a * t := by
    linarith [(line t).2, (line L).2]
  rw [e1, e2]
  apply Real.le_sqrt_of_sq_le
  rw [div_pow, Real.sq_sqrt (by positivity), div_le_iff₀ (by positivity)]
  -- the difference of the two sides is a perfect square
  nlinarith [sq_nonneg ((1 + a ^ 2) * t - L)]

end

end BaderGridBias
```

```lean
#print axioms BaderGridBias.not_isSteepest_of_gt
#print axioms BaderGridBias.refinement_never_removes_bias
```

```
'BaderGridBias.not_isSteepest_of_gt' depends on axioms: [propext, Classical.choice, Quot.sound]
'BaderGridBias.refinement_never_removes_bias' depends on axioms: [propext, Classical.choice, Quot.sound]
```
